# The node-corrected diffusion step preserves a linear function at a planar node

The node enters this model as a factor in the transition kernel, and the forbidden side is excluded by integrating over $y>0$ only. The coordinate $x$ is a walker's signed distance from a planar node at the origin, $y$ is its position after one step, and $\tau>0$ is the variance of the step. For the Hamiltonian $-\tfrac12\,d^2/dx^2$ in atomic units, $\tau$ is also the time step. The model is free diffusion in one dimension, with no potential, drift or branching. The function to be propagated is $\psi(y)=y$, the leading form of a smooth wave function near a node where its slope does not vanish.

```lean
import Mathlib

open MeasureTheory Set

namespace NodeCorrectedPropagator

noncomputable section
```

## The kernel and its image source

The free step has the normalised Gaussian density

$$g(u)=\frac{e^{-u^2/(2\tau)}}{\sqrt{2\pi\tau}}.$$

In Lean this is `gauss τ u`, with the variance as an explicit argument.

```lean
/-- The centred Gaussian density of variance `τ`, for `τ > 0`. -/
def gauss (τ u : ℝ) : ℝ :=
  Real.exp (-u ^ 2 / (2 * τ)) / Real.sqrt (2 * Real.pi * τ)
```

A walker that starts at $x>0$ and ends at $y>0$ may have crossed the node and returned in between. For Brownian motion with these endpoints, the probability of having touched the node is $e^{-2xy/\tau}$. The corrected kernel keeps the remaining fraction:

$$k(x,y)=g(x-y)\left(1-e^{-2xy/\tau}\right).$$

This probability motivates the definition; the proofs use only the formula.

```lean
/-- The free diffusion step between `x` and `y` times the correction factor for a planar node
at the origin, for `τ > 0`. -/
def nodeKernel (τ x y : ℝ) : ℝ :=
  gauss τ (x - y) * (1 - Real.exp (-(2 * x * y) / τ))
```

One time step takes a function $f$ to

$$(Pf)(x)=\int_0^\infty f(y)\,k(x,y)\,dy.$$

For $x>0$ this is the mean of $f$ at the end of the step, with lost walkers counting as zero. `Ioi (0 : ℝ)` is the open half-line $y>0$.

```lean
/-- One node-corrected time step `τ > 0` applied to a function `f` on the half-line `y > 0`. -/
def propagate (τ : ℝ) (f : ℝ → ℝ) (x : ℝ) : ℝ :=
  ∫ y in Ioi (0 : ℝ), f y * nodeKernel τ x y
```

The density $g$ is an exponential divided by a positive square root, so $g(u)>0$ for every $u$.

```lean
/-- The Gaussian density of variance `τ > 0` is positive everywhere. -/
theorem gauss_pos {τ : ℝ} (hτ : 0 < τ) (u : ℝ) : 0 < gauss τ u := by
  unfold gauss
  positivity
```

The correction factor completes a square:

$$-\frac{(x-y)^2}{2\tau}-\frac{2xy}{\tau}=-\frac{(x+y)^2}{2\tau},$$

and therefore $k(x,y)=g(x-y)-g(x+y)$. The second term is a negative source at the mirror point $-x$. In the proof, `e` is the identity between exponents, and `Real.exp_add` turns it into a product of exponentials.

```lean
/-- For `τ > 0` the corrected kernel is the free Gaussian minus the Gaussian of an image source
reflected through the node. -/
theorem nodeKernel_eq_image {τ : ℝ} (hτ : 0 < τ) (x y : ℝ) :
    nodeKernel τ x y = gauss τ (x - y) - gauss τ (x + y) := by
  -- the node factor completes the square of the reflected Gaussian
  have e : -(x - y) ^ 2 / (2 * τ) + -(2 * x * y) / τ = -(x + y) ^ 2 / (2 * τ) := by
    rw [div_add_div _ _ (by positivity) hτ.ne', div_eq_div_iff (by positivity) (by positivity)]
    ring
  unfold nodeKernel gauss
  rw [← e, Real.exp_add]
  ring
```

If $x,y>0$, then $-2xy/\tau<0$, so $e^{-2xy/\tau}<1$ and both factors of $k$ are positive. The kernel can then serve as a transition weight.

```lean
/-- For `τ > 0` the corrected kernel is positive between two points on the positive side of
the node. -/
theorem nodeKernel_pos {τ x y : ℝ} (hτ : 0 < τ) (hx : 0 < x) (hy : 0 < y) :
    0 < nodeKernel τ x y := by
  have h : -(2 * x * y) / τ < 0 :=
    div_neg_of_neg_of_pos (neg_neg_of_pos (by positivity)) hτ
  exact mul_pos (gauss_pos hτ _) (sub_pos.2 (Real.exp_lt_one_iff.2 h))
```

## Folding the whole line onto the half-line

Let $\psi$ be odd, with $\psi(y)g(x-y)$ integrable over the whole line. Replacing $y$ by $-y$ gives

$$\psi(-y)\,g(x+y)=-\psi(y)\,g(x+y),$$

so the product with the image Gaussian is integrable too. In Lean, `comp_neg` makes the substitution and `neg` removes the sign.

```lean
/-- If an odd function is integrable against the Gaussian centred at `x`, it is integrable
against the image Gaussian centred at `-x`. -/
theorem integrable_image {τ x : ℝ} {ψ : ℝ → ℝ} (hodd : ∀ y, ψ (-y) = -ψ y)
    (hint : Integrable fun y => ψ y * gauss τ (x - y)) :
    Integrable fun y => ψ y * gauss τ (x + y) := by
  have h := hint.comp_neg.neg
  refine h.congr (Filter.Eventually.of_forall fun y => ?_)
  simp [hodd]
```

The same substitution on the negative half-line gives

$$\int_{-\infty}^0\psi(y)g(x-y)\,dy=-\int_0^\infty\psi(y)g(x+y)\,dy.$$

Adding the positive half-line,

$$\int_{-\infty}^{\infty}\psi(y)g(x-y)\,dy=\int_0^\infty\psi(y)\bigl[g(x-y)-g(x+y)\bigr]dy=(P\psi)(x).$$

The corrected step on one side of the node is thus free diffusion of the odd function on both sides. In the proof, `hsplit` divides the line at the origin, `hneg` is the folding, and `hker` inserts the image form of the kernel. The two integrability statements allow the integral of the difference to be separated.

```lean
/-- For `τ > 0` and an odd function integrable against the Gaussian centred at `x`, the
node-corrected step on the half-line equals free diffusion on the whole line. -/
theorem propagate_odd {τ x : ℝ} (hτ : 0 < τ) {ψ : ℝ → ℝ} (hodd : ∀ y, ψ (-y) = -ψ y)
    (hint : Integrable fun y => ψ y * gauss τ (x - y)) :
    propagate τ ψ x = ∫ y, ψ y * gauss τ (x - y) := by
  have himg := integrable_image hodd hint
  have hsplit := integral_add_compl (measurableSet_Ioi (a := (0 : ℝ))) hint
  -- fold the negative half-line onto the positive one
  have hneg : ∫ y in Iic (0 : ℝ), ψ y * gauss τ (x - y)
      = -∫ y in Ioi (0 : ℝ), ψ y * gauss τ (x + y) := by
    have h := integral_comp_neg_Ioi (0 : ℝ) (fun y => ψ y * gauss τ (x - y))
    rw [neg_zero] at h
    rw [← h, ← integral_neg]
    refine setIntegral_congr_fun measurableSet_Ioi fun y _ => ?_
    simp only [hodd, sub_neg_eq_add, neg_mul]
  rw [compl_Ioi, hneg] at hsplit
  have hker : propagate τ ψ x
      = ∫ y in Ioi (0 : ℝ), (ψ y * gauss τ (x - y) - ψ y * gauss τ (x + y)) := by
    refine setIntegral_congr_fun measurableSet_Ioi fun y _ => ?_
    simp only [nodeKernel_eq_image hτ, mul_sub]
  rw [hker, integral_sub hint.integrableOn himg.integrableOn]
  linarith
```

## The linear function

It remains to find the free first moment. Write $y=x-(x-y)$ and substitute $u=x-y$:

$$\int_{-\infty}^{\infty}y\,g(x-y)\,dy=x\int_{-\infty}^{\infty}g(u)\,du-\int_{-\infty}^{\infty}u\,g(u)\,du=x\cdot1-0=x.$$

The first integral is the normalisation, `m0`; the second vanishes because its integrand is odd, `m1`. The substitutions are `s0` and `s1`, and `hdec` is the decomposition of $y$. The theorem returns integrability along with the value: the folding needs the first, and the second then gives the result.

```lean
/-- For `τ > 0` the Gaussian centred at `x` has a finite first moment on the whole line,
equal to `x`. -/
theorem free_first_moment {τ : ℝ} (hτ : 0 < τ) (x : ℝ) :
    Integrable (fun y => y * gauss τ (x - y)) ∧ ∫ y, y * gauss τ (x - y) = x := by
  have hb : 0 < (2 * τ)⁻¹ := by positivity
  have hform : gauss τ = fun u =>
      Real.exp (-(2 * τ)⁻¹ * u ^ 2) / Real.sqrt (2 * Real.pi * τ) := by
    funext u
    unfold gauss
    rw [show -u ^ 2 / (2 * τ) = -(2 * τ)⁻¹ * u ^ 2 by ring]
  have h0 : Integrable (gauss τ) := by
    rw [hform]
    exact (integrable_exp_neg_mul_sq hb).div_const _
  have h1 : Integrable (fun u => u * gauss τ u) := by
    have h := (integrable_mul_exp_neg_mul_sq hb).div_const (Real.sqrt (2 * Real.pi * τ))
    simpa only [hform, mul_div_assoc] using h
  -- normalisation, and vanishing of the centred first moment by parity
  have m0 : ∫ u, gauss τ u = 1 := by
    simp only [hform]
    rw [integral_div, integral_gaussian,
      show Real.pi / (2 * τ)⁻¹ = 2 * Real.pi * τ by rw [div_inv_eq_mul]; ring]
    exact div_self (by positivity)
  have m1 : ∫ u, u * gauss τ u = 0 := by
    have e : ∀ u, gauss τ (-u) = gauss τ u := fun u => by simp [gauss]
    have h := integral_neg_eq_self (fun u => u * gauss τ u) volume
    simp only [e, neg_mul, integral_neg] at h
    linarith
  have s0 : ∫ y, gauss τ (x - y) = ∫ u, gauss τ u :=
    integral_sub_left_eq_self (gauss τ) volume x
  have s1 : ∫ y, (x - y) * gauss τ (x - y) = ∫ u, u * gauss τ u :=
    integral_sub_left_eq_self (fun u => u * gauss τ u) volume x
  have i0 : Integrable (fun y => x * gauss τ (x - y)) := (h0.comp_sub_left x).const_mul x
  have i1 : Integrable (fun y => (x - y) * gauss τ (x - y)) := h1.comp_sub_left x
  have hdec : (fun y => y * gauss τ (x - y))
      = fun y => x * gauss τ (x - y) - (x - y) * gauss τ (x - y) := by
    funext y
    ring
  rw [hdec]
  refine ⟨i0.sub i1, ?_⟩
  rw [integral_sub i0 i1, integral_const_mul, s0, s1, m0, m1]
  ring
```

With $\psi(y)=y$, the last two results combine to

$$\int_0^\infty y\,g(x-y)\left(1-e^{-2xy/\tau}\right)dy=x.$$

The Lean statement writes the kernel out in full and holds for every real $x$; the reading in terms of walkers belongs to $x>0$. Exact free diffusion with absorption at the node also leaves this function unchanged. In fixed-node diffusion Monte Carlo without importance sampling, the corrected step therefore has no time-step error in this case.

```lean
/-- For `τ > 0` the node-corrected step reproduces the linear function exactly: the integral
over `y > 0` of `y` times the corrected kernel is `x`. -/
theorem corrected_step_exact {τ : ℝ} (hτ : 0 < τ) (x : ℝ) :
    ∫ y in Ioi (0 : ℝ), y * (gauss τ (x - y) * (1 - Real.exp (-(2 * x * y) / τ))) = x := by
  obtain ⟨hint, hval⟩ := free_first_moment hτ x
  exact (propagate_odd hτ (ψ := fun y => y) (fun _ => rfl) hint).trans hval
```

## The error without the correction

Without the factor, walkers that land at $y\le0$ are discarded, but those that crossed and came back are kept. Separating the two Gaussians in the corrected integral gives

$$\int_0^\infty y\,g(x-y)\,dy=x+\int_0^\infty y\,g(x+y)\,dy.$$

The last term is the exact error of one uncorrected step. In the proof, `h` is the corrected result in image form, and `integral_sub` separates it.

```lean
/-- For `τ > 0` the uncorrected step on the half-line takes the linear function to `x` plus the
integral over `y > 0` of `y` times the image Gaussian. -/
theorem uncorrected_step_eq {τ : ℝ} (hτ : 0 < τ) (x : ℝ) :
    ∫ y in Ioi (0 : ℝ), y * gauss τ (x - y)
      = x + ∫ y in Ioi (0 : ℝ), y * gauss τ (x + y) := by
  have hint := (free_first_moment hτ x).1
  have himg := integrable_image (ψ := fun y => y) (fun _ => rfl) hint
  have h : ∫ y in Ioi (0 : ℝ), (y * gauss τ (x - y) - y * gauss τ (x + y)) = x := by
    refine Eq.trans ?_ (corrected_step_exact hτ x)
    refine setIntegral_congr_fun measurableSet_Ioi fun y _ => ?_
    have hk := nodeKernel_eq_image hτ x y
    unfold nodeKernel at hk
    simp only [hk]
    ring
  rw [integral_sub hint.integrableOn himg.integrableOn] at h
  linarith
```

For $y>0$ both $y$ and $g(x+y)$ are positive, so the error is strictly positive. Lean obtains this from a nonnegative integrand whose support contains the half-line, a set of positive measure.

```lean
/-- For `τ > 0` the uncorrected step on the half-line, applied to the linear function, gives a value
strictly greater than `x`. -/
theorem uncorrected_step_gt {τ : ℝ} (hτ : 0 < τ) (x : ℝ) :
    x < ∫ y in Ioi (0 : ℝ), y * gauss τ (x - y) := by
  have himg := integrable_image (ψ := fun y => y) (fun _ => rfl) (free_first_moment hτ x).1
  have hpos : ∀ y ∈ Ioi (0 : ℝ), 0 < y * gauss τ (x + y) :=
    fun y hy => mul_pos hy (gauss_pos hτ _)
  -- a positive integrand on a set of positive measure
  have h : 0 < ∫ y in Ioi (0 : ℝ), y * gauss τ (x + y) := by
    rw [setIntegral_pos_iff_support_of_nonneg_ae
      ((ae_restrict_iff' measurableSet_Ioi).2
        (Filter.Eventually.of_forall fun y hy => (hpos y hy).le)) himg.integrableOn]
    have hv : 0 < volume (Ioi (0 : ℝ)) := by simp
    exact hv.trans_le (measure_mono fun y hy => ⟨(hpos y hy).ne', hy⟩)
  rw [uncorrected_step_eq hτ x]
  linarith
```

Take $\tau=1$ and $x=1$. With $u=1+y$ and $u\,g(u)=-g'(u)$, the error is

$$\int_1^\infty(u-1)g(u)\,du=g(1)-\int_1^\infty g(u)\,du\approx0.2420-0.1587=0.0833.$$

The uncorrected step therefore gives about $1.0833$ where the corrected one gives $1$.

## Repeated steps

Since $(P\psi)(x)=x=\psi(x)$ for every $x$, the linear function is a fixed point of $P$. If $P^n\psi=\psi$, then $P^{n+1}\psi=P\psi=\psi$, and the case $n=0$ is immediate. No error builds up over a sequence of steps, whatever the size of $\tau$. In Lean, `(propagate τ)^[n]` is the $n$-fold application, and `Function.iterate_fixed` supplies the induction.

```lean
/-- For `τ > 0` any number of node-corrected time steps leaves the linear function unchanged. -/
theorem corrected_steps_exact {τ : ℝ} (hτ : 0 < τ) (n : ℕ) :
    (propagate τ)^[n] (fun y => y) = fun y => y :=
  Function.iterate_fixed (funext fun x => corrected_step_exact hτ x) n

end

end NodeCorrectedPropagator
```

```lean
#print axioms NodeCorrectedPropagator.nodeKernel_pos
#print axioms NodeCorrectedPropagator.corrected_step_exact
#print axioms NodeCorrectedPropagator.uncorrected_step_gt
#print axioms NodeCorrectedPropagator.corrected_steps_exact
```

```
'NodeCorrectedPropagator.nodeKernel_pos' depends on axioms: [propext, Classical.choice, Quot.sound]
'NodeCorrectedPropagator.corrected_step_exact' depends on axioms: [propext, Classical.choice, Quot.sound]
'NodeCorrectedPropagator.uncorrected_step_gt' depends on axioms: [propext, Classical.choice, Quot.sound]
'NodeCorrectedPropagator.corrected_steps_exact' depends on axioms: [propext, Classical.choice, Quot.sound]
```
